# For an attractive charge and positive momentum, the Coulomb factor 1 − exp(−2πZ/k) lies strictly between zero and one

For an electron of momentum k in the field of a charge Z, in atomic units, the Coulomb factor is defined here as 1 − exp(−2πZ/k). The theorem `coulombFactor_mem` states that this number is strictly greater than zero and strictly less than one whenever Z and k are both positive. It concerns only this explicit real function; the factor is not derived from a wave equation. The proof first shows that 2πZ/k is positive, then that the exponential of its negative lies strictly between zero and one, and obtains both bounds by linear arithmetic.

In Lean, a first try:

```lean
import Mathlib

open Filter Topology Set
open scoped Real

namespace BremsstrahlungTip

noncomputable section

/-- The Coulomb factor `1 - exp(-2πZ/k)` of an electron of momentum `k` in the field of a
charge `Z`, in atomic units. -/
def coulombFactor (Z k : ℝ) : ℝ := 1 - Real.exp (-(2 * π * Z / k))

/-- For an attractive charge and positive momentum the Coulomb factor lies strictly between
zero and one. -/
theorem coulombFactor_mem {Z k : ℝ} (hZ : 0 < Z) (hk : 0 < k) :
    0 < coulombFactor Z k ∧ coulombFactor Z k < 1 := by
  have h : 0 < 2 * π * Z / k := by positivity
  have h1 : Real.exp (-(2 * π * Z / k)) < 1 := Real.exp_lt_one (by linarith)
  have h2 := Real.exp_pos (-(2 * π * Z / k))
  unfold coulombFactor
  constructor <;> linarith

end

end BremsstrahlungTip
```

Lean reports:

```
Main.lean:19:47: error(lean.unknownIdentifier): Unknown constant `Real.exp_lt_one`
```

Cause. The message `Unknown constant` means that Lean found no declaration called `Real.exp_lt_one` in the imported Mathlib. The mathematics of the step is sound: the exponential of a negative number is less than one, and the exponent here is negative because `h` says that 2πZ/k is positive. Only the name of the lemma was wrong.

The repair uses `Real.exp_lt_one_iff`, an equivalence between the exponential being less than one and its exponent being negative. An equivalence is not itself a function from one side to the other, so `.2` selects the direction that takes a proof of the negative exponent and returns the bound on the exponential. The argument `(by linarith)` stays as it was and supplies that proof from `h`. The rest of the proof is unchanged.

Lean accepts the file once it reads:

```diff
@@ -17,5 +17,5 @@
     0 < coulombFactor Z k ∧ coulombFactor Z k < 1 := by
   have h : 0 < 2 * π * Z / k := by positivity
-  have h1 : Real.exp (-(2 * π * Z / k)) < 1 := Real.exp_lt_one (by linarith)
+  have h1 : Real.exp (-(2 * π * Z / k)) < 1 := Real.exp_lt_one_iff.2 (by linarith)
   have h2 := Real.exp_pos (-(2 * π * Z / k))
   unfold coulombFactor
```
